# The outermost Gauss–Hermite DVR node grows as the square root of the basis size

For a basis of \(N\ge 2\) harmonic-oscillator states, the outermost node \(R\) of the Gauss–Hermite discrete variable representation (DVR) satisfies \(\tfrac12\sqrt N\le R\le\sqrt{2N}\). A DVR samples the potential only at its nodes, so \(R\) is the distance beyond which the grid no longer sees it. Distances are measured from the centre of the oscillator, in units of the oscillator length \(\sqrt{\hbar/m\omega}\) (mass \(m\), angular frequency \(\omega\)), which stays fixed as \(N\) grows.

```lean
import Mathlib

open Matrix

namespace GaussHermiteReach

noncomputable section
```

In these units \(\hat x=(a+a^\dagger)/\sqrt2\), where \(a\) and \(a^\dagger\) are the lowering and raising operators of the oscillator, so position couples only neighbouring oscillator states. Numbering the states from 0, as `Fin N` does, the coupling of states \(n-1\) and \(n\) is \(\sqrt{n/2}\). The matrix \(X\) of these numbers, cut off after \(N\) states, is `positionMatrix N`.

```lean
/-- The position operator in the first `N` harmonic-oscillator states (numbered from 0):
neighbouring states `n - 1` and `n` are coupled by `√(n/2)`, all other entries vanish. -/
def positionMatrix (N : ℕ) : Matrix (Fin N) (Fin N) ℝ :=
  Matrix.of fun i j =>
    if (j : ℕ) = (i : ℕ) + 1 then √(((j : ℕ) : ℝ) / 2)
    else if (i : ℕ) = (j : ℕ) + 1 then √(((i : ℕ) : ℝ) / 2) else 0
```

A node is a real number \(x\) with \(Xv=xv\) for some real \(v\neq0\). In the code `*ᵥ` applies a matrix to a vector and `⬝ᵥ` is the real dot product, so that \(\|u\|^2=u\cdot u\). The identification of these eigenvalues with the Gauss–Hermite quadrature points, the zeros of the Hermite polynomial \(H_N\), is standard theory and enters here as a definition.

```lean
/-- A node of the `N`-point Gauss-Hermite DVR: an eigenvalue of the position matrix. -/
def IsNode (N : ℕ) (x : ℝ) : Prop :=
  ∃ v : Fin N → ℝ, v ≠ 0 ∧ positionMatrix N *ᵥ v = x • v
```

## (a) Symmetry of the position matrix

Show that
\[X^{T}=X.\]

**Solution.** If \(i\) and \(j\) are neighbours, both \(X_{ij}\) and \(X_{ji}\) equal the square root of half the larger index. Otherwise both vanish. The proof compares entries and splits into these cases; `omega` rules out the impossible one, in which each index exceeds the other by one.

```lean
/-- The position matrix is symmetric. -/
theorem positionMatrix_transpose (N : ℕ) : (positionMatrix N)ᵀ = positionMatrix N := by
  ext i j
  simp only [Matrix.transpose_apply, positionMatrix, Matrix.of_apply]
  split_ifs <;> first | rfl | omega
```

## (b) A sum with one possible term

For a natural number \(m\) and a real \(c\), show that
\[\sum_{j=0}^{N-1}c\,\delta_{jm}=\begin{cases}c,&m<N\\0,&m\ge N.\end{cases}\]

**Solution.** Only \(j=m\) can contribute, and it occurs in the sum exactly when \(m<N\). The second case handles a neighbour that would lie above the highest basis state.

```lean
/-- A sum over basis states with a single possible contribution, at the state `m`. -/
theorem sum_ite_val (N m : ℕ) (c : ℝ) :
    ∑ j : Fin N, (if (j : ℕ) = m then c else 0) = if m < N then c else 0 := by
  rw [Fin.sum_univ_eq_sum_range (fun j => if j = m then c else 0) N, Finset.sum_ite_eq']
  simp only [Finset.mem_range]
```

## (c) Mirror images of nodes

Show that
\[x\ \text{is a node}\;\Longrightarrow\;-x\ \text{is a node}.\]

**Solution.** Let \(Xv=xv\) and flip the sign of the odd states, \(w_i=(-1)^iv_i\). Then \(w\ne0\). Since \(X_{ij}\) vanishes unless \(i\) and \(j\) differ by one, \(X_{ij}(-1)^j=-(-1)^iX_{ij}\), and therefore
\[(Xw)_i=-(-1)^i\sum_jX_{ij}v_j=-x\,w_i.\]
The sign rule is `hs` in the proof, checked for each kind of entry.

```lean
/-- Parity: the mirror image of a node is a node. -/
theorem IsNode.neg {N : ℕ} {x : ℝ} (hx : IsNode N x) : IsNode N (-x) := by
  obtain ⟨v, hv0, hv⟩ := hx
  -- flip the sign of the odd oscillator states
  refine ⟨fun i => (-1) ^ (i : ℕ) * v i, ?_, ?_⟩
  · intro h
    apply hv0
    funext i
    exact (mul_eq_zero.mp (congrFun h i)).resolve_left (pow_ne_zero _ (by norm_num))
  · funext i
    have hi : ∑ j, positionMatrix N i j * v j = x * v i := congrFun hv i
    have hs : ∀ j, positionMatrix N i j * ((-1) ^ (j : ℕ) * v j)
        = -(-1) ^ (i : ℕ) * (positionMatrix N i j * v j) := by
      intro j
      simp only [positionMatrix, Matrix.of_apply]
      split_ifs with h1 h2
      · rw [h1, pow_succ]; ring
      · rw [h2, pow_succ]; ring
      · ring
    show ∑ j, positionMatrix N i j * ((-1) ^ (j : ℕ) * v j) = -x * ((-1) ^ (i : ℕ) * v i)
    rw [Finset.sum_congr rfl (fun j _ => hs j), ← Finset.mul_sum, hi]
    ring
```

## (d) An upper bound on every node

Show that every node obeys
\[x^2\le 2(N-1).\]

**Solution.** Let \(v_k\) be the component of the eigenvector with the largest modulus, so \(|v_k|>0\). Row \(k\) of \(Xv=xv\) gives
\[|x|\,|v_k|\le\sum_j|X_{kj}|\,|v_j|\le|v_k|\sum_j|X_{kj}|.\]
The row has at most two nonzero entries, each at most \(c=\sqrt{(N-1)/2}\). Hence \(|x|\le2c\), and squaring gives the claim.

In the proof, `hent` bounds single entries, `hrow` the row sum, and `hmain` is the displayed chain. For \(k=0\) the natural-number difference `k - 1` is 0, which adds a harmless nonnegative term to the bound.

```lean
/-- Every node of the `N`-point grid satisfies `x² ≤ 2(N - 1)`. -/
theorem IsNode.sq_le {N : ℕ} {x : ℝ} (hx : IsNode N x) : x ^ 2 ≤ 2 * ((N : ℝ) - 1) := by
  obtain ⟨v, hv0, hv⟩ := hx
  obtain ⟨a, ha⟩ := Function.ne_iff.mp hv0
  have : Nonempty (Fin N) := ⟨a⟩
  -- look at the largest component of the eigenvector
  obtain ⟨k, hk⟩ := Finite.exists_max (fun i => |v i|)
  have hvk : 0 < |v k| := lt_of_lt_of_le (abs_pos.mpr ha) (hk a)
  have hN : (1 : ℝ) ≤ N := by
    have h1 : 1 ≤ N := by have := a.isLt; omega
    exact_mod_cast h1
  obtain ⟨c, hc⟩ : ∃ c, c = √(((N : ℝ) - 1) / 2) := ⟨_, rfl⟩
  have hc0 : 0 ≤ c := hc ▸ Real.sqrt_nonneg _
  have hcs : c ^ 2 = ((N : ℝ) - 1) / 2 := by rw [hc]; exact Real.sq_sqrt (by linarith)
  have hmono : ∀ m : Fin N, √(((m : ℕ) : ℝ) / 2) ≤ c := by
    intro m
    have hm : ((m : ℕ) : ℝ) + 1 ≤ N := by exact_mod_cast Nat.succ_le_of_lt m.isLt
    rw [hc]
    exact Real.sqrt_le_sqrt (by linarith)
  have hent : ∀ j : Fin N, |positionMatrix N k j| ≤
      (if (j : ℕ) = (k : ℕ) + 1 then c else 0) + (if (j : ℕ) = (k : ℕ) - 1 then c else 0) := by
    intro j
    have h0 : 0 ≤ if (j : ℕ) = (k : ℕ) - 1 then c else 0 := by
      split_ifs
      exacts [hc0, le_rfl]
    simp only [positionMatrix, Matrix.of_apply]
    by_cases h1 : (j : ℕ) = (k : ℕ) + 1
    · rw [if_pos h1, if_pos h1, abs_of_nonneg (Real.sqrt_nonneg _)]
      linarith [hmono j]
    · by_cases h2 : (k : ℕ) = (j : ℕ) + 1
      · have h3 : (j : ℕ) = (k : ℕ) - 1 := by omega
        rw [if_neg h1, if_pos h2, if_neg h1, if_pos h3, abs_of_nonneg (Real.sqrt_nonneg _),
          zero_add]
        exact hmono k
      · rw [if_neg h1, if_neg h2, if_neg h1, abs_zero, zero_add]
        exact h0
  -- each row has at most two neighbours
  have hrow : ∑ j, |positionMatrix N k j| ≤ 2 * c := by
    refine (Finset.sum_le_sum fun j _ => hent j).trans ?_
    rw [Finset.sum_add_distrib, sum_ite_val, sum_ite_val]
    split_ifs <;> linarith
  have hmain : |x| * |v k| ≤ 2 * c * |v k| := calc
    |x| * |v k| = |∑ j, positionMatrix N k j * v j| := by
        rw [← abs_mul]; exact congrArg abs (congrFun hv k).symm
    _ ≤ ∑ j, |positionMatrix N k j * v j| := Finset.abs_sum_le_sum_abs _ _
    _ ≤ ∑ j, |positionMatrix N k j| * |v k| := Finset.sum_le_sum fun j _ => by
        rw [abs_mul]; exact mul_le_mul_of_nonneg_left (hk j) (abs_nonneg _)
    _ = (∑ j, |positionMatrix N k j|) * |v k| := (Finset.sum_mul _ _ _).symm
    _ ≤ 2 * c * |v k| := mul_le_mul_of_nonneg_right hrow hvk.le
  have h := pow_le_pow_left₀ (abs_nonneg x) (le_of_mul_le_mul_right hmain hvk) 2
  rw [sq_abs] at h
  nlinarith
```

## (e) Length from components

For an orthonormal basis \(b_0,\dots,b_{N-1}\) of \(\mathbb R^N\), show that
\[w\cdot w=\sum_i(b_i\cdot w)^2.\]

**Solution.** Expand \(w=\sum_i(b_i\cdot w)\,b_i\) and take the dot product with itself. Orthonormality, \(b_i\cdot b_j=\delta_{ij}\), removes the cross terms. Mathlib has this identity for its Euclidean space; the proof translates it to plain lists of components, written `(b i).ofLp`.

```lean
/-- Parseval's identity for real vectors in an orthonormal basis. -/
theorem parseval {N : ℕ} (b : OrthonormalBasis (Fin N) ℝ (EuclideanSpace ℝ (Fin N)))
    (w : Fin N → ℝ) : w ⬝ᵥ w = ∑ i, ((b i).ofLp ⬝ᵥ w) ^ 2 := by
  have h := b.sum_sq_norm_inner_right (WithLp.toLp 2 w)
  have hin : ∀ i, inner ℝ (b i) (WithLp.toLp 2 w) = (b i).ofLp ⬝ᵥ w := by
    intro i
    simp [PiLp.inner_apply, dotProduct, mul_comm]
  simp only [hin, EuclideanSpace.norm_sq_eq, Real.norm_eq_abs, sq_abs] at h
  rw [h]
  simp [dotProduct, sq]
```

## (f) A node that bounds the action of position

For \(N\ge1\), show that there is a node \(r\) such that, for all \(u\),
\[\|Xu\|^2\le r^2\|u\|^2.\]

**Solution.** By (a), \(X\) has an orthonormal eigenbasis \(b_i\) with real eigenvalues \(\lambda_i\). Let \(r\) be an eigenvalue with the largest square. Symmetry gives \(b_i\cdot Xu=(Xb_i)\cdot u=\lambda_i\,(b_i\cdot u)\), so by (e)
\[\|Xu\|^2=\sum_i\lambda_i^2(b_i\cdot u)^2\le r^2\sum_i(b_i\cdot u)^2=r^2\|u\|^2.\]
The relation for \(b_i\cdot Xu\) is `hi`, and `Finset.sum_le_sum` compares the two sums term by term.

```lean
/-- In a nonempty basis some node `r` bounds the action of position on every state `u`:
`‖X u‖² ≤ r² ‖u‖²`. -/
theorem exists_dominant_node {N : ℕ} (hN : 0 < N) : ∃ r, IsNode N r ∧ ∀ u : Fin N → ℝ,
    (positionMatrix N *ᵥ u) ⬝ᵥ (positionMatrix N *ᵥ u) ≤ r ^ 2 * (u ⬝ᵥ u) := by
  have hA : (positionMatrix N).IsHermitian :=
    (Matrix.conjTranspose_eq_transpose_of_trivial _).trans (positionMatrix_transpose N)
  have : Nonempty (Fin N) := ⟨⟨0, hN⟩⟩
  obtain ⟨k, hk⟩ := Finite.exists_max (fun i => (hA.eigenvalues i) ^ 2)
  refine ⟨hA.eigenvalues k, ⟨(hA.eigenvectorBasis k).ofLp, ?_,
    hA.mulVec_eigenvectorBasis k⟩, fun u => ?_⟩
  · intro h
    apply hA.eigenvectorBasis.orthonormal.ne_zero k
    ext i
    exact congrFun h i
  · -- expand both sides in the eigenbasis
    rw [parseval hA.eigenvectorBasis (positionMatrix N *ᵥ u), parseval hA.eigenvectorBasis u,
      Finset.mul_sum]
    refine Finset.sum_le_sum fun i _ => ?_
    have hi : (hA.eigenvectorBasis i).ofLp ⬝ᵥ (positionMatrix N *ᵥ u)
        = hA.eigenvalues i * ((hA.eigenvectorBasis i).ofLp ⬝ᵥ u) := by
      rw [Matrix.dotProduct_mulVec, ← Matrix.mulVec_transpose, positionMatrix_transpose,
        hA.mulVec_eigenvectorBasis, smul_dotProduct, smul_eq_mul]
    rw [hi, mul_pow]
    exact mul_le_mul_of_nonneg_right (hk i) (sq_nonneg _)
```

## (g) Mean square position in the last-but-one state

Let \(e_M\) be oscillator state \(M\) in a basis of \(M+2\) states. Show that
\[\|Xe_M\|^2=M+\tfrac12.\]

**Solution.** Every neighbour that the state has in the full oscillator basis is still present:
\[Xe_M=\sqrt{\tfrac M2}\,e_{M-1}+\sqrt{\tfrac{M+1}2}\,e_{M+1},\]
where the first term is absent for \(M=0\). The squared coefficients add up to \(M+\tfrac12\). The state is `Pi.single ⟨M, _⟩ 1` in Lean; `hcol` reads off its column of \(X\), `hterm` squares the entries, and (b) sums them.

```lean
/-- In a basis of `M + 2` oscillator states, numbered from 0, the position matrix maps the unit
vector of state `M` to a vector of squared length `M + 1/2`. -/
theorem position_sq_state (M : ℕ) :
    (positionMatrix (M + 2) *ᵥ Pi.single ⟨M, by omega⟩ 1) ⬝ᵥ
      (positionMatrix (M + 2) *ᵥ Pi.single ⟨M, by omega⟩ 1) = (M : ℝ) + 1 / 2 := by
  have hcol : ∀ i, (positionMatrix (M + 2) *ᵥ Pi.single ⟨M, by omega⟩ 1) i
      = positionMatrix (M + 2) i ⟨M, by omega⟩ := by
    intro i
    show (fun j => positionMatrix (M + 2) i j) ⬝ᵥ Pi.single ⟨M, by omega⟩ 1 = _
    rw [dotProduct_single, mul_one]
  -- only neighbours of the state `M` contribute
  have hterm : ∀ i : Fin (M + 2),
      positionMatrix (M + 2) i ⟨M, by omega⟩ * positionMatrix (M + 2) i ⟨M, by omega⟩
        = (if (i : ℕ) = M + 1 then ((M : ℝ) + 1) / 2 else 0)
          + (if (i : ℕ) = M - 1 then (M : ℝ) / 2 else 0) := by
    intro i
    have hx : positionMatrix (M + 2) i ⟨M, by omega⟩ =
        if M = (i : ℕ) + 1 then √((M : ℝ) / 2)
        else if (i : ℕ) = M + 1 then √(((i : ℕ) : ℝ) / 2) else 0 := rfl
    rw [hx]
    by_cases h1 : (i : ℕ) = M + 1
    · have h2 : ¬ M = (i : ℕ) + 1 := by omega
      have h3 : ¬ (i : ℕ) = M - 1 := by omega
      rw [if_neg h2, if_pos h1, if_pos h1, if_neg h3,
        Real.mul_self_sqrt (show (0 : ℝ) ≤ ((i : ℕ) : ℝ) / 2 by positivity), h1]
      push_cast
      ring
    · by_cases h2 : M = (i : ℕ) + 1
      · have h3 : (i : ℕ) = M - 1 := by omega
        rw [if_pos h2, if_neg h1, if_pos h3,
          Real.mul_self_sqrt (show (0 : ℝ) ≤ (M : ℝ) / 2 by positivity), zero_add]
      · rw [if_neg h2, if_neg h1, if_neg h1]
        by_cases h3 : (i : ℕ) = M - 1
        · have hM : M = 0 := by omega
          have hM0 : (M : ℝ) = 0 := by exact_mod_cast hM
          rw [if_pos h3, hM0]
          norm_num
        · rw [if_neg h3]
          norm_num
  simp only [dotProduct, hcol]
  rw [Finset.sum_congr rfl (fun i _ => hterm i), Finset.sum_add_distrib, sum_ite_val,
    sum_ite_val, if_pos (show M + 1 < M + 2 by omega), if_pos (show M - 1 < M + 2 by omega)]
  ring
```

## (h) Both bounds on the reach

For \(N\ge2\), show that there is an \(R\) such that \(R\) and \(-R\) are nodes, every node has \(|x|\le R\), and
\[\sqrt{N-\tfrac32}\;\le R\le\sqrt{2(N-1)}.\]

**Solution.** Take \(r\) from (f) and set \(R=|r|\). By (c), both \(R\) and \(-R\) are nodes. If \(Xv=xv\) with \(v\neq0\), then (f) gives \(x^2\|v\|^2\le r^2\|v\|^2\), hence \(|x|\le R\). The upper bound is (d). For the lower one, put \(u=e_{N-2}\) in (f); by (g) with \(M=N-2\), \(N-\tfrac32\le R^2\).

The bounds stated at the start follow, because \(N-\tfrac32\ge N/4\) for \(N\ge2\) and \(2(N-1)<2N\). The proof substitutes `M + 2` for `N` and uses `abs_choice` for the two possible signs of \(r\).

```lean
/-- For `N ≥ 2` the Gauss-Hermite grid stretches from a node `-R` to a node `R`, with every
node in between, and `√(N - 3/2) ≤ R ≤ √(2(N - 1))`. -/
theorem gaussHermite_reach {N : ℕ} (hN : 2 ≤ N) :
    ∃ R, IsNode N R ∧ IsNode N (-R) ∧ (∀ x, IsNode N x → |x| ≤ R) ∧
      √((N : ℝ) - 3 / 2) ≤ R ∧ R ≤ √(2 * ((N : ℝ) - 1)) := by
  obtain ⟨M, rfl⟩ : ∃ M, N = M + 2 := ⟨N - 2, by omega⟩
  obtain ⟨r, hr, hdom⟩ := exists_dominant_node (show 0 < M + 2 by omega)
  have hR : IsNode (M + 2) |r| ∧ IsNode (M + 2) (-|r|) := by
    rcases abs_choice r with h | h
    · rw [h]; exact ⟨hr, hr.neg⟩
    · rw [h, neg_neg]; exact ⟨hr.neg, hr⟩
  refine ⟨|r|, hR.1, hR.2, ?_, ?_, Real.abs_le_sqrt hr.sq_le⟩
  · rintro x ⟨v, hv0, hv⟩
    have h := hdom v
    rw [hv] at h
    simp only [smul_dotProduct, dotProduct_smul, smul_eq_mul] at h
    have hpos : 0 < v ⬝ᵥ v :=
      lt_of_le_of_ne (Finset.sum_nonneg fun i _ => mul_self_nonneg (v i))
        (Ne.symm fun h0 => hv0 (dotProduct_self_eq_zero.mp h0))
    exact sq_le_sq.mp (le_of_mul_le_mul_right (by linarith) hpos)
  · -- test the dominant node on the last-but-one oscillator state
    have h := hdom (Pi.single ⟨M, by omega⟩ 1)
    rw [position_sq_state, dotProduct_single, Pi.single_eq_same, mul_one, mul_one] at h
    rw [Real.sqrt_le_iff, sq_abs]
    refine ⟨abs_nonneg r, ?_⟩
    push_cast
    linarith
```

## (i) Basis size for a given distance

For \(L\ge0\), show that
\[N\ge L^2+\tfrac32\;\Longrightarrow\;\text{some node has }x\ge L\;\Longrightarrow\;N\ge\tfrac{L^2}2+1.\]

**Solution.** The first condition forces \(N\ge2\), since \(N\) is an integer, and (h) then gives \(R\ge\sqrt{N-3/2}\ge L\). Conversely, a node \(x\ge L\ge0\) has \(L^2\le x^2\le2(N-1)\) by (d).

In a one-dimensional Gauss–Hermite DVR calculation with a fixed centre and oscillator length, such as one for a stretched bond, the number of states thus has to grow as the square of the largest displacement from the centre that is to be sampled. A node at \(L\) says nothing yet about the accuracy of the wavefunction there.

```lean
/-- Basis size needed to reach a distance `L ≥ 0`: `N ≥ L² + 3/2` states suffice for a node
at or beyond `L`, and at least `L²/2 + 1` states are necessary. -/
theorem basis_size_for_distance {N : ℕ} {L : ℝ} (hL : 0 ≤ L) :
    (L ^ 2 + 3 / 2 ≤ N → ∃ x, IsNode N x ∧ L ≤ x) ∧
      ((∃ x, IsNode N x ∧ L ≤ x) → L ^ 2 / 2 + 1 ≤ N) := by
  constructor
  · intro h
    have hN : 2 ≤ N := by
      by_contra hlt
      have h1 : (N : ℝ) ≤ 1 := by exact_mod_cast (show N ≤ 1 by omega)
      linarith [sq_nonneg L]
    obtain ⟨R, hR, -, -, hlow, -⟩ := gaussHermite_reach hN
    exact ⟨R, hR, ((le_abs_self L).trans (Real.abs_le_sqrt (by linarith))).trans hlow⟩
  · rintro ⟨x, hx, hLx⟩
    linarith [hx.sq_le, pow_le_pow_left₀ hL hLx 2]
```

## (j) The two-point grid

For \(N=2\), show that
\[x\ \text{is a node}\iff x^2=\tfrac12.\]

**Solution.** With \(s=\sqrt{1/2}\),
\[X=\begin{pmatrix}0&s\\s&0\end{pmatrix},\qquad X^2=\tfrac12\,I,\]
where \(I\) is the identity matrix. Applying \(X\) twice to an eigenvector gives \(x^2v=\tfrac12v\), so \(x^2=\tfrac12\). Conversely, if \(x^2=\tfrac12\), then \((s,x)\) is an eigenvector, because \(X(s,x)=(sx,s^2)=x\,(s,x)\). Hence \(R=\sqrt{1/2}\), which equals the lower bound in (h) at \(N=2\).

In the proof, `e0` and `e1` are the two components of \((x^2-\tfrac12)v=0\), each obtained by `linear_combination` from the eigenvalue equations.

```lean
/-- The nodes of the two-point grid are exactly the solutions of `x² = 1/2`. -/
theorem two_point_nodes (x : ℝ) : IsNode 2 x ↔ x ^ 2 = 1 / 2 := by
  obtain ⟨s, hs⟩ : ∃ s, s = √((1 : ℝ) / 2) := ⟨_, rfl⟩
  have hss : s * s = 1 / 2 := by rw [hs]; exact Real.mul_self_sqrt (by norm_num)
  have hX : positionMatrix 2 = !![0, s; s, 0] := by
    ext i j
    fin_cases i <;> fin_cases j <;> simp [positionMatrix, hs]
  have hmul : ∀ v : Fin 2 → ℝ, positionMatrix 2 *ᵥ v = ![s * v 1, s * v 0] := by
    intro v
    rw [hX]
    ext i
    fin_cases i <;> simp [Matrix.mulVec, dotProduct, Fin.sum_univ_two]
  constructor
  · rintro ⟨v, hv0, hv⟩
    rw [hmul] at hv
    have h0 : s * v 1 = x * v 0 := congrFun hv 0
    have h1 : s * v 0 = x * v 1 := congrFun hv 1
    by_contra hne
    have hd : x ^ 2 - 1 / 2 ≠ 0 := sub_ne_zero.mpr hne
    have e0 : (x ^ 2 - 1 / 2) * v 0 = 0 := by
      linear_combination (-x) * h0 - s * h1 + v 0 * hss
    have e1 : (x ^ 2 - 1 / 2) * v 1 = 0 := by
      linear_combination (-x) * h1 - s * h0 + v 1 * hss
    apply hv0
    funext i
    fin_cases i
    · exact (mul_eq_zero.mp e0).resolve_left hd
    · exact (mul_eq_zero.mp e1).resolve_left hd
  · intro hx
    refine ⟨![s, x], ?_, ?_⟩
    · intro h
      have h0 : s = 0 := congrFun h 0
      rw [h0] at hss
      norm_num at hss
    · rw [hmul]
      funext i
      fin_cases i
      · show s * x = x * s
        ring
      · show s * s = x * x
        linarith [sq x]

end

end GaussHermiteReach
```

```lean
#print axioms GaussHermiteReach.basis_size_for_distance
#print axioms GaussHermiteReach.two_point_nodes
```

```
'GaussHermiteReach.basis_size_for_distance' depends on axioms: [propext, Classical.choice, Quot.sound]
'GaussHermiteReach.two_point_nodes' depends on axioms: [propext, Classical.choice, Quot.sound]
```
